# At fixed x ≠ 0, a starting error in j₁ grows without bound under upward recurrence exactly when sin x ≠ 0

For real $x=kr\neq0$, with wave number $k$ and radius $r$, the regular and irregular free radial waves are the spherical Bessel and Neumann functions $j_l(x)$ and $y_l(x)$. Rayleigh's formula defines them from a function $u$:

$$R_0=\frac{u}{x},\qquad R_{l+1}=-\frac{R_l'}{x}.$$

Then $j_l=x^lR_l$ for $u=\sin$, and $y_l=x^lR_l$ for $u=-\cos$, so $y_0=-\cos x/x$. In Lean these are `rayleigh`, `sphJ` and `sphY`.

Let $e\neq0$ be a real error in the starting value $j_1(x)$. Upward recurrence, `upward`, then produces

$$f_0=j_0,\qquad f_1=j_1+e,\qquad f_{l+2}=\frac{2l+3}{x}f_{l+1}-f_l .$$

The theorem `upward_unstable_iff` states that for every $l\ge0$

$$f_l-j_l=e\,x^2\,(y_0j_l-j_0y_l),$$

and that no constant $C$ bounds $|f_l-j_l|$ for all $l$ if and only if $\sin x\neq0$.

## Where partial-wave codes meet this error

Codes evaluate $j_l(kr)$ when they match radial solutions to free waves for scattering phases, and when they Bessel-transform pseudopotential projectors. If they fill the table upward from $j_0$ and $j_1$, the formula gives the exact error in each entry, provided that $x$, $j_0$ and every recurrence step are exact.

## From Rayleigh's formula to the growing error

**Recurrence.** Let $u'=v$ and $v'=-u$. Then $R_1=u/x^3-v/x^2$ (`rayleigh_one`), and one more derivative gives $x^2R_2=3R_1-R_0$. Suppose that $x^2R_{l+2}=(2l+3)R_{l+1}-R_l$. Differentiating with $R_m'=-xR_{m+1}$ gives

$$2xR_{l+2}-x^3R_{l+3}=-(2l+3)xR_{l+2}+xR_{l+1},$$

which is the same relation for $l+1$. Multiplication by $x^l$ gives the recurrence for $j_l$ and $y_l$. In `bessel_recurrence` the induction covers all nonzero points at once, because differentiating needs the relation in a neighbourhood, and it carries differentiability along.

**Error formula.** The recurrence is linear, so $d_l=f_l-j_l$ obeys it, with $d_0=0$ and $d_1=e$. The right-hand side of the formula also obeys it and vanishes at $l=0$. At $l=1$ it equals $e$, because

$$x^2(y_0j_1-j_0y_1)=\cos^2x+\sin^2x=1.$$

Two starting values fix a solution (`upward_eq`), which proves `upward_error`.

**Decay of $j_l$.** Let $P_l=\int_{-1}^1\cos(xt)\,w^l\,dt$ with $w=1-t^2$; this is `poisson`, without the usual prefactor. The function

$$x\sin(xt)\,w^{l+2}-2(l+2)\,t\cos(xt)\,w^{l+1}$$

vanishes at $t=\pm1$, so its derivative integrates to zero. With $t^2=1-w$ this reads

$$x^2P_{l+2}=2(l+2)(2l+3)P_{l+1}-4(l+2)(l+1)P_l,$$

which is `poisson_recurrence`. Hence $x^lP_l/(2^{l+1}l!)$ obeys the Bessel recurrence. Since $P_0=2\sin x/x$ and $P_1=4(\sin x/x^3-\cos x/x^2)$, it starts from $j_0$ and $j_1$, and so equals $j_l$ (`sphJ_eq_poisson`). The integrand is at most 1 in modulus, so $|P_l|\le2$ and

$$|j_l(x)|\le\frac{(|x|/2)^l}{l!}\to0 .$$

This bound is `abs_sphJ_le`.

**Unboundedness.** If $\sin x=0$, then $j_0=0$ and $d_l=e\,x^2y_0j_l$, which is bounded. In general the recurrence gives

$$j_{l+1}f_{l+2}-j_{l+2}f_{l+1}=j_lf_{l+1}-j_{l+1}f_l,$$

so this cross product keeps its initial value $e\,j_0$ (`cas` in the code). Subtracting $j_l$ from $f_l$ leaves it unchanged. If $|d_l|\le C$ for all $l$, then

$$|e\,j_0|=|j_ld_{l+1}-j_{l+1}d_l|\le C\,(|j_l|+|j_{l+1}|)\to0 .$$

For $\sin x\neq0$ the left side is a positive constant, a contradiction. The step `ge_of_tendsto'` takes this limit.

## The Lean file

```lean
import Mathlib

open Filter Topology

namespace SphericalBesselUpward

noncomputable section

/-- Rayleigh's ladder for `x ≠ 0`: start from `u(x)/x` and apply `-(1/x) d/dx` repeatedly. -/
def rayleigh (u : ℝ → ℝ) : ℕ → ℝ → ℝ
  | 0 => fun x => u x / x
  | l + 1 => fun x => -deriv (rayleigh u l) x / x

/-- The spherical Bessel function `j_l(x)` for `x ≠ 0`, by Rayleigh's formula. -/
def sphJ (l : ℕ) (x : ℝ) : ℝ := x ^ l * rayleigh Real.sin l x

/-- The spherical Neumann function `y_l(x)` for `x ≠ 0`, by Rayleigh's formula. -/
def sphY (l : ℕ) (x : ℝ) : ℝ := x ^ l * rayleigh (fun t => -Real.cos t) l x

/-- Upward recurrence at `x ≠ 0` from the starting values `a` and `b`. -/
def upward (x a b : ℝ) : ℕ → ℝ
  | 0 => a
  | 1 => b
  | l + 2 => (2 * (l : ℝ) + 3) / x * upward x a b (l + 1) - upward x a b l

/-- The integral of `cos(xt) (1 - t²)^l` over `-1 ≤ t ≤ 1`. -/
def poisson (x : ℝ) (l : ℕ) : ℝ := ∫ t in (-1 : ℝ)..1, Real.cos (x * t) * (1 - t ^ 2) ^ l

/-- The first rung of the ladder at `x ≠ 0`, for a function `u` with derivative `v`. -/
theorem rayleigh_one {u v : ℝ → ℝ} (hu : ∀ t, HasDerivAt u (v t) t) {x : ℝ} (hx : x ≠ 0) :
    rayleigh u 1 x = u x / x ^ 3 - v x / x ^ 2 := by
  have h := ((hu x).fun_div (hasDerivAt_id' x) hx).deriv
  change -deriv (fun t => u t / t) x / x = _
  rw [h]
  field_simp
  ring

/-- If `u' = v` and `v' = -u`, the functions `x^l (-(1/x) d/dx)^l (u/x)` obey the three-term
recurrence of the spherical Bessel functions at every `x ≠ 0`. -/
theorem bessel_recurrence {u v : ℝ → ℝ} (hu : ∀ t, HasDerivAt u (v t) t)
    (hv : ∀ t, HasDerivAt v (-u t) t) {x : ℝ} (hx : x ≠ 0) (l : ℕ) :
    x ^ (l + 2) * rayleigh u (l + 2) x =
      (2 * (l : ℝ) + 3) / x * (x ^ (l + 1) * rayleigh u (l + 1) x) - x ^ l * rayleigh u l x := by
  have lad : ∀ (k : ℕ) (y : ℝ), y ≠ 0 → DifferentiableAt ℝ (rayleigh u k) y →
      HasDerivAt (rayleigh u k) (-y * rayleigh u (k + 1) y) y := by
    intro k y hy h
    refine h.hasDerivAt.congr_deriv ?_
    change deriv (rayleigh u k) y = -y * (-deriv (rayleigh u k) y / y)
    field_simp
  have key : ∀ k : ℕ, ∀ y : ℝ, y ≠ 0 → DifferentiableAt ℝ (rayleigh u k) y ∧
      DifferentiableAt ℝ (rayleigh u (k + 1)) y ∧
      y ^ 2 * rayleigh u (k + 2) y =
        (2 * (k : ℝ) + 3) * rayleigh u (k + 1) y - rayleigh u k y := by
    intro k
    induction k with
    | zero =>
      -- the radial equation of the s-wave
      intro y hy
      have ev : rayleigh u 1 =ᶠ[𝓝 y] fun t => u t / t ^ 3 - v t / t ^ 2 := by
        filter_upwards [isOpen_ne.mem_nhds hy] with t ht using rayleigh_one hu ht
      have d := (((hu y).fun_div (hasDerivAt_pow 3 y) (pow_ne_zero 3 hy)).fun_sub
        ((hv y).fun_div (hasDerivAt_pow 2 y) (pow_ne_zero 2 hy))).congr_of_eventuallyEq ev
      refine ⟨((hu y).fun_div (hasDerivAt_id' y) hy).differentiableAt, d.differentiableAt, ?_⟩
      change y ^ 2 * (-deriv (rayleigh u 1) y / y) =
        (2 * ((0 : ℕ) : ℝ) + 3) * rayleigh u 1 y - u y / y
      rw [d.deriv, rayleigh_one hu hy]
      simp only [Nat.cast_zero, Nat.cast_ofNat, Nat.reduceSub]
      field_simp
      ring
    | succ k ih =>
      -- differentiate the relation of the previous rung
      intro y hy
      obtain ⟨a, b, c⟩ := ih y hy
      have ev : rayleigh u (k + 2) =ᶠ[𝓝 y] fun t =>
          ((2 * (k : ℝ) + 3) * rayleigh u (k + 1) t - rayleigh u k t) / t ^ 2 := by
        filter_upwards [isOpen_ne.mem_nhds hy] with t ht
        rw [eq_div_iff (pow_ne_zero 2 ht)]
        linear_combination (ih t ht).2.2
      have db : HasDerivAt (rayleigh u (k + 1)) (-y * rayleigh u (k + 2) y) y := lad _ y hy b
      have d := (((db.const_mul (2 * (k : ℝ) + 3)).fun_sub (lad k y hy a)).fun_div
        (hasDerivAt_pow 2 y) (pow_ne_zero 2 hy)).congr_of_eventuallyEq ev
      have d3 : HasDerivAt (rayleigh u (k + 2)) (-y * rayleigh u (k + 3) y) y :=
        lad _ y hy d.differentiableAt
      refine ⟨b, d.differentiableAt, ?_⟩
      have e := d.unique d3
      rw [← c, div_eq_iff (pow_ne_zero 2 (pow_ne_zero 2 hy))] at e
      simp only [Nat.cast_ofNat, Nat.reduceSub, pow_one] at e
      change y ^ 2 * rayleigh u (k + 3) y =
        (2 * ((k + 1 : ℕ) : ℝ) + 3) * rayleigh u (k + 2) y - rayleigh u (k + 1) y
      push_cast
      apply mul_left_cancel₀ (pow_ne_zero 3 hy)
      linear_combination e
  have r := (key l x hx).2.2
  have h : x * x⁻¹ = 1 := mul_inv_cancel₀ hx
  linear_combination x ^ l * r - (2 * (l : ℝ) + 3) * x ^ l * rayleigh u (l + 1) x * h

/-- The recurrence for `j_l` at `x ≠ 0`. -/
theorem sphJ_recurrence {x : ℝ} (hx : x ≠ 0) (l : ℕ) :
    sphJ (l + 2) x = (2 * (l : ℝ) + 3) / x * sphJ (l + 1) x - sphJ l x :=
  bessel_recurrence Real.hasDerivAt_sin Real.hasDerivAt_cos hx l

/-- A sequence that obeys the three-term recurrence is the upward recurrence from its first
two values. -/
theorem upward_eq {x a b : ℝ} {s : ℕ → ℝ} (h0 : s 0 = a) (h1 : s 1 = b)
    (hs : ∀ l : ℕ, s (l + 2) = (2 * (l : ℝ) + 3) / x * s (l + 1) - s l) :
    ∀ l, upward x a b l = s l
  | 0 => h0.symm
  | 1 => h1.symm
  | l + 2 => by
    change (2 * (l : ℝ) + 3) / x * upward x a b (l + 1) - upward x a b l = _
    rw [upward_eq h0 h1 hs (l + 1), upward_eq h0 h1 hs l, hs l]

/-- Integration by parts links three successive Poisson integrals. -/
theorem poisson_recurrence (x : ℝ) (l : ℕ) :
    x ^ 2 * poisson x (l + 2) = 2 * ((l : ℝ) + 2) * (2 * l + 3) * poisson x (l + 1)
      - 4 * ((l : ℝ) + 2) * (l + 1) * poisson x l := by
  have h : ∫ t in (-1 : ℝ)..1, (x ^ 2 * (Real.cos (x * t) * (1 - t ^ 2) ^ (l + 2))
      - 2 * ((l : ℝ) + 2) * (2 * l + 3) * (Real.cos (x * t) * (1 - t ^ 2) ^ (l + 1))
      + 4 * ((l : ℝ) + 2) * (l + 1) * (Real.cos (x * t) * (1 - t ^ 2) ^ l)) = 0 := by
    rw [intervalIntegral.integral_eq_sub_of_hasDerivAt
      (f := fun t => x * Real.sin (x * t) * (1 - t ^ 2) ^ (l + 2)
        - 2 * ((l : ℝ) + 2) * t * Real.cos (x * t) * (1 - t ^ 2) ^ (l + 1))
      _ (Continuous.intervalIntegrable (by fun_prop) _ _)]
    · simp
    · intro t _
      have hl : HasDerivAt (fun s => x * s) x t := by
        simpa using (hasDerivAt_id' t).const_mul x
      have hw : HasDerivAt (fun s : ℝ => 1 - s ^ 2) (-(2 * t)) t := by
        simpa using (hasDerivAt_pow 2 t).const_sub 1
      refine (((hl.sin.const_mul x).fun_mul (hw.fun_pow (l + 2))).fun_sub
        ((((hasDerivAt_id' t).const_mul (2 * ((l : ℝ) + 2))).fun_mul hl.cos).fun_mul
          (hw.fun_pow (l + 1)))).congr_deriv ?_
      simp only [show l + 2 - 1 = l + 1 from rfl, show l + 1 - 1 = l from rfl]
      push_cast
      ring
  rw [intervalIntegral.integral_add, intervalIntegral.integral_sub,
    intervalIntegral.integral_const_mul, intervalIntegral.integral_const_mul,
    intervalIntegral.integral_const_mul] at h
  · unfold poisson
    linear_combination h
  all_goals exact Continuous.intervalIntegrable (by fun_prop) _ _

/-- Poisson's integral representation of `j_l(x)` for `x ≠ 0`. -/
theorem sphJ_eq_poisson {x : ℝ} (hx : x ≠ 0) (l : ℕ) :
    sphJ l x = x ^ l / (2 ^ (l + 1) * (l.factorial : ℝ)) * poisson x l := by
  have hl : ∀ t : ℝ, HasDerivAt (fun s => x * s) x t := fun t => by
    simpa using (hasDerivAt_id' t).const_mul x
  have p0 : poisson x 0 = 2 * Real.sin x / x := by
    unfold poisson
    rw [intervalIntegral.integral_eq_sub_of_hasDerivAt (f := fun t => Real.sin (x * t) / x)
      _ (Continuous.intervalIntegrable (by fun_prop) _ _)]
    · simp only [mul_one, mul_neg, Real.sin_neg]
      ring
    · intro t _
      refine ((hl t).sin.div_const x).congr_deriv ?_
      field_simp
  have p1 : poisson x 1 = 4 * (Real.sin x / x ^ 3 - Real.cos x / x ^ 2) := by
    unfold poisson
    rw [intervalIntegral.integral_eq_sub_of_hasDerivAt
      (f := fun t => Real.sin (x * t) * (1 - t ^ 2) / x - 2 * t * Real.cos (x * t) / x ^ 2
        + 2 * Real.sin (x * t) / x ^ 3)
      _ (Continuous.intervalIntegrable (by fun_prop) _ _)]
    · simp only [mul_one, mul_neg, Real.sin_neg, Real.cos_neg]
      ring
    · intro t _
      refine (((((hl t).sin.fun_mul ((hasDerivAt_pow 2 t).const_sub 1)).div_const x).fun_sub
        ((((hasDerivAt_id' t).const_mul 2).fun_mul (hl t).cos).div_const (x ^ 2))).fun_add
        (((hl t).sin.const_mul 2).div_const (x ^ 3))).congr_deriv ?_
      simp only [Nat.cast_ofNat, Nat.reduceSub, pow_one]
      field_simp
      ring
  -- both sides obey the same recurrence with the same first two values
  have hJ := upward_eq (x := x) (s := fun l => sphJ l x) rfl rfl (sphJ_recurrence hx) l
  refine hJ.symm.trans ?_
  refine upward_eq (s := fun l => x ^ l / (2 ^ (l + 1) * (l.factorial : ℝ)) * poisson x l)
    ?_ ?_ ?_ l
  · simp only [p0, sphJ, rayleigh, Nat.factorial_zero, Nat.cast_one]
    ring
  · simp only [p1, sphJ, rayleigh_one Real.hasDerivAt_sin hx, Nat.factorial_one, Nat.cast_one]
    ring
  · intro k
    have f1 : ((k + 1).factorial : ℝ) = (k + 1) * k.factorial := by
      rw [Nat.factorial_succ]; push_cast; ring
    have f2 : ((k + 2).factorial : ℝ) = (k + 2) * ((k + 1) * k.factorial) := by
      rw [Nat.factorial_succ, Nat.cast_mul, f1]; push_cast; ring
    have n0 : (k.factorial : ℝ) ≠ 0 := by positivity
    have n1 : (k : ℝ) + 1 ≠ 0 := by positivity
    have n2 : (k : ℝ) + 2 ≠ 0 := by positivity
    simp only [f1, f2]
    rw [show ∀ D : ℝ, x ^ (k + 2) / D * poisson x (k + 2) =
      x ^ k / D * (x ^ 2 * poisson x (k + 2)) from fun D => by ring, poisson_recurrence]
    field_simp
    ring

/-- At fixed `x ≠ 0`, `|j_l(x)|` is at most `(|x|/2)^l / l!`. -/
theorem abs_sphJ_le {x : ℝ} (hx : x ≠ 0) (l : ℕ) :
    |sphJ l x| ≤ (|x| / 2) ^ l / (l.factorial : ℝ) := by
  have hI : |poisson x l| ≤ 2 := by
    have h := intervalIntegral.norm_integral_le_of_norm_le_const (a := (-1 : ℝ)) (b := 1)
      (f := fun t => Real.cos (x * t) * (1 - t ^ 2) ^ l) (C := 1) (fun t ht => by
        rw [Set.uIoc_of_le (by norm_num)] at ht
        rw [Real.norm_eq_abs, abs_mul, abs_pow]
        exact mul_le_one₀ (Real.abs_cos_le_one _) (by positivity)
          (pow_le_one₀ (abs_nonneg _)
            (abs_le.2 ⟨by nlinarith [ht.1, ht.2], by nlinarith [sq_nonneg t]⟩)))
    norm_num at h
    exact h
  have hD : (0 : ℝ) < 2 ^ (l + 1) * (l.factorial : ℝ) := by positivity
  rw [sphJ_eq_poisson hx, abs_mul, abs_div, abs_pow, abs_of_pos hD]
  calc |x| ^ l / (2 ^ (l + 1) * (l.factorial : ℝ)) * |poisson x l|
      ≤ |x| ^ l / (2 ^ (l + 1) * (l.factorial : ℝ)) * 2 :=
        mul_le_mul_of_nonneg_left hI (by positivity)
    _ = (|x| / 2) ^ l / (l.factorial : ℝ) := by
        rw [div_pow, pow_succ]
        field_simp

/-- For `x ≠ 0`, an error `e` in the starting value `j_1(x)` evolves along the upward recurrence as
`e x² (y_0 j_l - j_0 y_l)`. -/
theorem upward_error {x : ℝ} (hx : x ≠ 0) (e : ℝ) (l : ℕ) :
    upward x (sphJ 0 x) (sphJ 1 x + e) l - sphJ l x =
      e * x ^ 2 * (sphY 0 x * sphJ l x - sphJ 0 x * sphY l x) := by
  have hu : ∀ t, HasDerivAt (fun t => -Real.cos t) (Real.sin t) t := fun t => by
    simpa using (Real.hasDerivAt_cos t).fun_neg
  have hY : ∀ l : ℕ, sphY (l + 2) x = (2 * (l : ℝ) + 3) / x * sphY (l + 1) x - sphY l x :=
    bessel_recurrence hu (fun t => by simpa using Real.hasDerivAt_sin t) hx
  -- the cross product of the two solutions
  have W : x ^ 2 * (sphY 0 x * sphJ 1 x - sphJ 0 x * sphY 1 x) = 1 := by
    rw [← Real.sin_sq_add_cos_sq x]
    have j0 : rayleigh Real.sin 0 x = Real.sin x / x := rfl
    have y0 : rayleigh (fun t => -Real.cos t) 0 x = -Real.cos x / x := rfl
    have j1 : rayleigh Real.sin 1 x = Real.sin x / x ^ 3 - Real.cos x / x ^ 2 :=
      rayleigh_one Real.hasDerivAt_sin hx
    have y1 : rayleigh (fun t => -Real.cos t) 1 x = -Real.cos x / x ^ 3 - Real.sin x / x ^ 2 :=
      rayleigh_one hu hx
    simp only [sphJ, sphY, j0, y0, j1, y1]
    field_simp
    ring
  have h : ∀ l, upward x (sphJ 0 x) (sphJ 1 x + e) l =
      sphJ l x + e * x ^ 2 * (sphY 0 x * sphJ l x - sphJ 0 x * sphY l x) := by
    refine upward_eq ?_ ?_ ?_
    · ring
    · linear_combination e * W
    · intro k
      simp only [sphJ_recurrence hx k, hY k]
      ring
  rw [h l]
  ring

/-- For `x ≠ 0` and a starting error `e ≠ 0` in `j_1(x)`, the error of upward recurrence is
`e x² (y_0 j_l - j_0 y_l)`, and it is unbounded in `l` exactly when `sin x ≠ 0`. -/
theorem upward_unstable_iff {x e : ℝ} (hx : x ≠ 0) (he : e ≠ 0) :
    (∀ l, upward x (sphJ 0 x) (sphJ 1 x + e) l - sphJ l x =
      e * x ^ 2 * (sphY 0 x * sphJ l x - sphJ 0 x * sphY l x)) ∧
    ((¬ ∃ C, ∀ l, |upward x (sphJ 0 x) (sphJ 1 x + e) l - sphJ l x| ≤ C) ↔
      Real.sin x ≠ 0) := by
  refine ⟨upward_error hx e, ?_⟩
  have hj : Tendsto (fun l => sphJ l x) atTop (𝓝 0) :=
    squeeze_zero_norm (fun l => abs_sphJ_le hx l)
      (FloorSemiring.tendsto_pow_div_factorial_atTop (|x| / 2))
  constructor
  · -- if sin x = 0, only the decaying solution is excited
    intro h hs
    apply h
    have j0 : sphJ 0 x = 0 := by simp [sphJ, rayleigh, hs]
    obtain ⟨C, hC⟩ := hj.abs.bddAbove_range
    refine ⟨|e * x ^ 2 * sphY 0 x| * C, fun l => ?_⟩
    rw [upward_error hx e l, show e * x ^ 2 * (sphY 0 x * sphJ l x - sphJ 0 x * sphY l x) =
      e * x ^ 2 * sphY 0 x * sphJ l x by rw [j0]; ring, abs_mul]
    exact mul_le_mul_of_nonneg_left (hC (Set.mem_range_self l)) (abs_nonneg _)
  · rintro hs ⟨C, hC⟩
    set F := upward x (sphJ 0 x) (sphJ 1 x + e) with hF
    -- the cross product with j_l is conserved along the recurrence
    have cas : ∀ l, sphJ l x * F (l + 1) - sphJ (l + 1) x * F l = sphJ 0 x * e := by
      intro l
      induction l with
      | zero =>
        change sphJ 0 x * (sphJ 1 x + e) - sphJ 1 x * sphJ 0 x = _
        ring
      | succ l ih =>
        have hr : F (l + 2) = (2 * (l : ℝ) + 3) / x * F (l + 1) - F l := rfl
        linear_combination ih + sphJ (l + 1) x * hr - F (l + 1) * sphJ_recurrence hx l
    have low : ∀ l, |sphJ 0 x * e| ≤ (|sphJ l x| + |sphJ (l + 1) x|) * C := by
      intro l
      calc |sphJ 0 x * e|
          = |sphJ l x * (F (l + 1) - sphJ (l + 1) x) - sphJ (l + 1) x * (F l - sphJ l x)| := by
            rw [← cas l]
            congr 1
            ring
        _ ≤ |sphJ l x * (F (l + 1) - sphJ (l + 1) x)| + |sphJ (l + 1) x * (F l - sphJ l x)| :=
            by
            simp only [← Real.norm_eq_abs]
            exact norm_sub_le _ _
        _ ≤ |sphJ l x| * C + |sphJ (l + 1) x| * C := by
            rw [abs_mul, abs_mul]
            exact add_le_add (mul_le_mul_of_nonneg_left (hC _) (abs_nonneg _))
              (mul_le_mul_of_nonneg_left (hC _) (abs_nonneg _))
        _ = (|sphJ l x| + |sphJ (l + 1) x|) * C := by ring
    have hj' : Tendsto (fun l => sphJ (l + 1) x) atTop (𝓝 0) :=
      hj.comp (tendsto_add_atTop_nat 1)
    have lim : Tendsto (fun l => (|sphJ l x| + |sphJ (l + 1) x|) * C) atTop (𝓝 0) := by
      simpa using (hj.abs.add hj'.abs).mul_const C
    have j0 : sphJ 0 x ≠ 0 := by
      simpa [sphJ, rayleigh, hx] using hs
    exact not_le_of_gt (abs_pos.2 (mul_ne_zero j0 he)) (ge_of_tendsto' lim low)

end

end SphericalBesselUpward
```

```lean
#print axioms SphericalBesselUpward.upward_unstable_iff
```

```
'SphericalBesselUpward.upward_unstable_iff' depends on axioms: [propext, Classical.choice, Quot.sound]
```

## One starting error, no later rounding

The theorem holds for every real $x\neq0$, negative values included, and for an error of any nonzero size. It concerns real numbers: $j_0$, $x$ and every recurrence step are exact. A floating-point code also rounds at each step, and carrying the result over to it needs a separate analysis of those errors.

Unboundedness is a statement about $l\to\infty$ at fixed $x$. It gives no value of $l$ at which the table becomes useless; for that, evaluate the error formula at the $x$ and $l$ in use. Nor are the zeros of $\sin x$ safe points in practice, since an error in $j_0$ there would bring in $y_l$.

The condition $e\neq0$ matters for the equivalence. With $e=0$ and $x=1$ the error is zero for every $l$, although $\sin1\neq0$. The error formula itself remains true for $e=0$.
